# The NESC equation has exactly the energies of the modified Dirac solutions that fix its small-component matrix

The small-component block of the modified Dirac equation is written here multiplied by $4c^2$, with $c$ the speed of light in atomic units, so that $c\neq0$ is needed to recover the usual divided form. The energies enter as complex numbers, and their reality is a conclusion.

```lean
import Mathlib

open Matrix
open scoped ComplexOrder

namespace ModifiedDiracNESC

noncomputable section

variable {n : Type*} [Fintype n] [DecidableEq n]

/-- The large-component block of the modified Dirac equation, `V A + T U A = S A E`. -/
def LargeEquation (S T V U A : Matrix n n ℂ) (E : n → ℂ) : Prop :=
  V * A + T * U * A = S * A * diagonal E

/-- The small-component block of the modified Dirac equation, multiplied by `4c²`:
`4c² T A - (4c² T - W) U A = 2 T U A E`. -/
def SmallEquation (c : ℝ) (T W U A : Matrix n n ℂ) (E : n → ℂ) : Prop :=
  ((4 * c ^ 2 : ℝ) : ℂ) • (T * A) - (((4 * c ^ 2 : ℝ) : ℂ) • T - W) * (U * A)
    = (2 : ℂ) • (T * U * A * diagonal E)

/-- The NESC Hamiltonian `L = T U + Uᴴ T - Uᴴ (T - W/(4c²)) U + V`, for `c ≠ 0`. -/
def nescL (c : ℝ) (T V W U : Matrix n n ℂ) : Matrix n n ℂ :=
  T * U + Uᴴ * T - Uᴴ * (T - ((1 / (4 * c ^ 2) : ℝ) : ℂ) • W) * U + V

/-- The NESC metric `M = S + Uᴴ T U/(2c²)`, for `c ≠ 0`. -/
def nescM (c : ℝ) (S T U : Matrix n n ℂ) : Matrix n n ℂ :=
  S + ((1 / (2 * c ^ 2) : ℝ) : ℂ) • (Uᴴ * T * U)

variable {c : ℝ} {S T V W U A : Matrix n n ℂ} {E : n → ℂ}

/-- For `c ≠ 0` the small-component equation takes its usual form
`T A - (T - W/(4c²)) U A = T U A E/(2c²)`. -/
theorem small_equation_divided (hc : c ≠ 0) (h : SmallEquation c T W U A E) :
    T * A - (T - ((1 / (4 * c ^ 2) : ℝ) : ℂ) • W) * (U * A)
      = ((1 / (2 * c ^ 2) : ℝ) : ℂ) • (T * U * A * diagonal E) := by
  have h4 : (4 * c ^ 2 : ℝ) ≠ 0 := by positivity
  have ha : ((1 / (4 * c ^ 2) : ℝ) : ℂ) * ((4 * c ^ 2 : ℝ) : ℂ) = 1 := by
    rw [← Complex.ofReal_mul, one_div_mul_cancel h4, Complex.ofReal_one]
  have hb : ((1 / (4 * c ^ 2) : ℝ) : ℂ) * 2 = ((1 / (2 * c ^ 2) : ℝ) : ℂ) := by
    push_cast
    ring
  -- divide the equation by `4c²`
  have h' := congrArg (fun X => ((1 / (4 * c ^ 2) : ℝ) : ℂ) • X) h
  simp only [sub_mul, Matrix.smul_mul, smul_sub, smul_smul, ha, hb, one_smul] at h'
  simpa only [sub_mul, Matrix.smul_mul] using h'

/-- Once `U` obeys the small-component equation and `c ≠ 0`, the large-component equation
is equivalent to the NESC equation `L A = M A E`. -/
theorem large_equation_iff_nesc (hc : c ≠ 0) (h : SmallEquation c T W U A E) :
    LargeEquation S T V U A E ↔
      nescL c T V W U * A = nescM c S T U * A * diagonal E := by
  have key : ∀ K : Matrix n n ℂ, (T * U + Uᴴ * T - Uᴴ * K * U + V) * A
      = (V * A + T * U * A) + Uᴴ * (T * A - K * (U * A)) := by
    intro K
    noncomm_ring
  have hM : nescM c S T U * A * diagonal E = S * A * diagonal E
      + Uᴴ * (((1 / (2 * c ^ 2) : ℝ) : ℂ) • (T * U * A * diagonal E)) := by
    simp only [nescM, add_mul, Matrix.smul_mul, Matrix.mul_smul, mul_assoc]
  -- both sides contain the same small-component contribution
  rw [hM, nescL, key, small_equation_divided hc h, add_left_inj, LargeEquation]

omit [DecidableEq n] in
/-- The NESC Hamiltonian is Hermitian when `T`, `V` and `W` are. -/
theorem nescL_isHermitian (hT : T.IsHermitian) (hV : V.IsHermitian) (hW : W.IsHermitian) :
    (nescL c T V W U).IsHermitian := by
  unfold Matrix.IsHermitian nescL
  simp only [conjTranspose_add, conjTranspose_sub, conjTranspose_mul, conjTranspose_smul,
    conjTranspose_conjTranspose, hT.eq, hV.eq, hW.eq, Complex.star_def, Complex.conj_ofReal,
    mul_assoc]
  abel

omit [DecidableEq n] in
/-- The NESC metric is positive definite when the overlap `S` is positive definite and the
kinetic matrix `T` is positive semidefinite. -/
theorem nescM_posDef (hS : S.PosDef) (hT : T.PosSemidef) : (nescM c S T U).PosDef := by
  have h0 : (0 : ℂ) ≤ ((1 / (2 * c ^ 2) : ℝ) : ℂ) :=
    Complex.zero_le_real.2 (by positivity)
  exact hS.add_posSemidef ((hT.conjTranspose_mul_mul_same U).smul h0)

/-- For Hermitian `L` and `M` with `L A = M A E`, the matrix `G = Aᴴ M A` satisfies
`G_jk E_k = conj(E_j) G_jk`. -/
theorem overlap_relation {L M : Matrix n n ℂ} (hL : L.IsHermitian) (hM : M.IsHermitian)
    (h : L * A = M * A * diagonal E) (j k : n) :
    (Aᴴ * M * A) j k * E k = star (E j) * (Aᴴ * M * A) j k := by
  have e : Aᴴ * M * A * diagonal E = (diagonal E)ᴴ * (Aᴴ * M * A) := by
    calc Aᴴ * M * A * diagonal E = Aᴴ * (L * A) := by rw [h]; simp only [mul_assoc]
      _ = (L * A)ᴴ * A := by rw [conjTranspose_mul, hL.eq, mul_assoc]
      _ = (diagonal E)ᴴ * (Aᴴ * M * A) := by
        rw [h]; simp only [conjTranspose_mul, hM.eq, mul_assoc]
  have e' := congrFun (congrFun e j) k
  rw [diagonal_conjTranspose, mul_diagonal, diagonal_mul] at e'
  exact e'

/-- If `L A = M A E` with `A` invertible, then `det(L - x M) = det M ∏ₖ (E_k - x)`. -/
theorem secular_determinant {L M : Matrix n n ℂ} (hA : IsUnit A)
    (h : L * A = M * A * diagonal E) (x : ℂ) :
    (L - x • M).det = M.det * ∏ k, (E k - x) := by
  have hd : diagonal (fun k => E k - x) = diagonal E - x • (1 : Matrix n n ℂ) := by
    ext i j
    by_cases hij : i = j
    · subst hij
      simp
    · simp [hij]
  have e : (L - x • M) * A = M * A * diagonal (fun k => E k - x) := by
    rw [hd, sub_mul, h, mul_sub, Matrix.smul_mul, Matrix.mul_smul, mul_one]
  have e' := congrArg Matrix.det e
  rw [det_mul, det_mul, det_mul, det_diagonal] at e'
  -- cancel the nonzero determinant of the coefficient matrix
  have hA' : A.det ≠ 0 := ((Matrix.isUnit_iff_isUnit_det A).1 hA).ne_zero
  apply mul_right_cancel₀ hA'
  linear_combination e'

/-- Let `S` be positive definite, `T` positive semidefinite, `V` and `W` Hermitian, `c ≠ 0`
and `A` invertible. If both blocks of the modified Dirac equation hold, then `L A = M A E`, the
energies are real, and `det(L - x M) = 0` exactly for `x` among the `E_k`. -/
theorem nesc_spectrum (hS : S.PosDef) (hT : T.PosSemidef) (hV : V.IsHermitian)
    (hW : W.IsHermitian) (hc : c ≠ 0) (hA : IsUnit A)
    (h₁ : LargeEquation S T V U A E) (h₂ : SmallEquation c T W U A E) :
    nescL c T V W U * A = nescM c S T U * A * diagonal E ∧
    (∀ k, (E k).im = 0) ∧
    ∀ x : ℂ, (nescL c T V W U - x • nescM c S T U).det = 0 ↔ ∃ k, x = E k := by
  have h := (large_equation_iff_nesc hc h₂).1 h₁
  have hM : (nescM c S T U).PosDef := nescM_posDef hS hT
  refine ⟨h, fun k => ?_, fun x => ?_⟩
  · -- the squared norm of each solution is nonzero, so its energy is real
    have hG := hM.conjTranspose_mul_mul_same (Matrix.mulVec_injective_of_isUnit hA)
    have hk := overlap_relation (nescL_isHermitian hT.isHermitian hV hW) hM.isHermitian h k k
    rw [mul_comm] at hk
    exact Complex.conj_eq_iff_im.1 (mul_right_cancel₀ hG.diag_pos.ne' hk).symm
  · have hdet : (nescM c S T U).det ≠ 0 :=
      ((Matrix.isUnit_iff_isUnit_det _).1 hM.isUnit).ne_zero
    rw [secular_determinant hA h x, mul_eq_zero, or_iff_right hdet, Finset.prod_eq_zero_iff]
    simp only [Finset.mem_univ, true_and, sub_eq_zero, eq_comm]

/-- Under the hypotheses of `nesc_spectrum`, solutions with different energies are orthogonal
in the NESC metric. -/
theorem nesc_orthogonality (hS : S.PosDef) (hT : T.PosSemidef) (hV : V.IsHermitian)
    (hW : W.IsHermitian) (hc : c ≠ 0) (hA : IsUnit A)
    (h₁ : LargeEquation S T V U A E) (h₂ : SmallEquation c T W U A E)
    {j k : n} (hjk : E j ≠ E k) : (Aᴴ * nescM c S T U * A) j k = 0 := by
  obtain ⟨h, hreal, -⟩ := nesc_spectrum hS hT hV hW hc hA h₁ h₂
  have e := overlap_relation (nescL_isHermitian hT.isHermitian hV hW)
    (nescM_posDef hS hT).isHermitian h j k
  have hj : star (E j) = E j := Complex.conj_eq_iff_im.2 (hreal j)
  rw [hj] at e
  apply (mul_eq_zero.1 _).resolve_left (sub_ne_zero.2 hjk)
  linear_combination -e

/-- Two non-orthogonal basis functions with `c = 1`, `U = 1`, `S = T` and energies `-1` and
`-1/3` meet all hypotheses of `nesc_spectrum`. -/
theorem nesc_spectrum_witness :
    (!![2, 1; 1, 2] : Matrix (Fin 2) (Fin 2) ℂ).PosDef ∧
    (!![-4, -2; -2, -3] : Matrix (Fin 2) (Fin 2) ℂ).IsHermitian ∧
    (!![-4, -2; -2, -2] : Matrix (Fin 2) (Fin 2) ℂ).IsHermitian ∧
    IsUnit (!![1, 1; 0, -2] : Matrix (Fin 2) (Fin 2) ℂ) ∧
    LargeEquation !![2, 1; 1, 2] !![2, 1; 1, 2] !![-4, -2; -2, -3] 1 !![1, 1; 0, -2]
      ![-1, -1 / 3] ∧
    SmallEquation 1 !![2, 1; 1, 2] !![-4, -2; -2, -2] 1 !![1, 1; 0, -2] ![-1, -1 / 3] := by
  refine ⟨?_, ?_, ?_, ?_, ?_, ?_⟩
  · -- the matrix is the identity plus a Gram matrix
    have e : (!![2, 1; 1, 2] : Matrix (Fin 2) (Fin 2) ℂ)
        = 1 + (!![1, 1; 0, 0] : Matrix (Fin 2) (Fin 2) ℂ)ᴴ * !![1, 1; 0, 0] := by
      ext i j
      fin_cases i <;> fin_cases j <;>
        simp [Matrix.mul_apply, Fin.sum_univ_succ] <;> norm_num
    rw [e]
    exact Matrix.PosDef.one.add_posSemidef (posSemidef_conjTranspose_mul_self _)
  · ext i j
    fin_cases i <;> fin_cases j <;> simp
  · ext i j
    fin_cases i <;> fin_cases j <;> simp
  · rw [Matrix.isUnit_iff_isUnit_det, det_fin_two]
    simp
  · unfold LargeEquation
    ext i j
    fin_cases i <;> fin_cases j <;>
      simp [Matrix.mul_apply, Fin.sum_univ_succ] <;> norm_num
  · unfold SmallEquation
    ext i j
    fin_cases i <;> fin_cases j <;>
      simp [Matrix.vecMul_diagonal] <;> norm_num

end

end ModifiedDiracNESC
```

```lean
#print axioms ModifiedDiracNESC.large_equation_iff_nesc
-- 'ModifiedDiracNESC.large_equation_iff_nesc' depends on axioms: [propext, Classical.choice, Quot.sound]
#print axioms ModifiedDiracNESC.nesc_orthogonality
-- 'ModifiedDiracNESC.nesc_orthogonality' depends on axioms: [propext, Classical.choice, Quot.sound]
```

## Two matrix equations and one generalised eigenvalue problem

All matrices are complex and square, with rows and columns labelled by a finite type `n`. The energies are a function `E : n → ℂ`, and `diagonal E` is the diagonal matrix written $E$ below. The superscript $\dagger$ stands for Lean's `ᴴ`, the conjugate transpose.

`LargeEquation` and `SmallEquation` are the two blocks

$$VA+TUA=SAE,$$
$$4c^2\,TA-(4c^2T-W)UA=2\,TUAE.$$

The definitions `nescL` and `nescM` are the Hamiltonian and metric of the normalised elimination of the small component (NESC):

$$L=TU+U^\dagger T-U^\dagger\Big(T-\frac{W}{4c^2}\Big)U+V,\qquad M=S+\frac{1}{2c^2}U^\dagger TU.$$

The main theorem, `nesc_spectrum`, assumes that $S$ is positive definite, $T$ positive semidefinite, $V$ and $W$ Hermitian, $c\neq0$ and $A$ invertible. If both blocks hold, then $LA=MAE$, every $E_k$ is real, and for complex $x$ the determinant $\det(L-xM)$ vanishes exactly when $x$ is one of the $E_k$. A positive definite $T$ is a special case. Under the same hypotheses, `nesc_orthogonality` says that solutions with different energies are orthogonal in the metric $M$.

## Large components, pseudo-large components and their norm

The matrices describe one electron in a finite basis, with the rest energy subtracted. $S$ is the overlap matrix, $T$ the nonrelativistic kinetic energy, $V$ the potential, and $W$ the matrix of $(\boldsymbol\sigma\cdot\mathbf p)V(\boldsymbol\sigma\cdot\mathbf p)$. In the proof they are arbitrary matrices with the stated properties; no integrals are evaluated.

Column $k$ of $A$ holds the large-component coefficients of solution $k$. The same column of $UA$ holds the coefficients of the pseudo-large component, from which $\boldsymbol\sigma\cdot\mathbf p/(2c)$ produces the small component. The second term of $M$ is therefore the small component's share of the norm. Invertibility of $A$ means that the large components of the chosen solutions are linearly independent.

The full modified Dirac problem has twice as many coefficients as $A$ has rows, and the theorem concerns only the solutions collected in $A$. In practice these are the electronic ones, but no hypothesis selects that branch. The matrix $U$ is given: its existence and its computation are not addressed.

For a one-electron problem in a finite basis, the result provides a test of a two-component program: with a converged $U$, diagonalising $L$ in the metric $M$ must return the four-component energies of the selected solutions.

## From the small-component equation to $LA=MAE$

Put $K=T-W/(4c^2)$. Dividing the small-component equation by $4c^2$ gives

$$TA-KUA=\frac{1}{2c^2}TUAE,$$

which is `small_equation_divided`. Next, multiply out $LA$ and $MAE$ and group the terms:

$$LA=(VA+TUA)+U^\dagger(TA-KUA),$$
$$MAE=SAE+U^\dagger\Big(\frac{1}{2c^2}TUAE\Big).$$

By the divided equation, the second terms on the right are equal. Hence $LA=MAE$ holds if and only if $VA+TUA=SAE$. This is `large_equation_iff_nesc`: `noncomm_ring` proves the first grouping, `hM` is the second, and `add_left_inj` cancels the common term.

## Real energies and orthogonal solutions

Since $c$ is real, $K$ is Hermitian. Taking the adjoint of $L$ exchanges $TU$ with $U^\dagger T$ and leaves the other terms unchanged, so $L$ is Hermitian (`nescL_isHermitian`). For a nonzero vector $a$,

$$a^\dagger Ma=a^\dagger Sa+\frac{1}{2c^2}(Ua)^\dagger T(Ua)>0,$$

because the first term is positive and the second is nonnegative. So $M$ is positive definite (`nescM_posDef`).

Let $G=A^\dagger MA$, the matrix of inner products between solutions. Then

$$GE=A^\dagger LA=(LA)^\dagger A=(MAE)^\dagger A=E^\dagger G,$$

or, entry by entry, $G_{jk}E_k=\overline{E_j}\,G_{jk}$. The `calc` block of `overlap_relation` follows this chain.

For $j=k$, the number $G_{kk}$ is the squared norm of column $k$ of $A$. That column is nonzero because $A$ is invertible, so $G_{kk}>0$ and it can be cancelled, leaving $E_k=\overline{E_k}$. In `nesc_spectrum` this is the step with `hG.diag_pos`.

With real energies the relation becomes $(E_j-E_k)G_{jk}=0$. If $E_j\neq E_k$, then $G_{jk}=0$, which is `nesc_orthogonality`.

## The zeros of the secular determinant

From $LA=MAE$ it follows that

$$(L-xM)A=MAE-xMA=MA(E-x\mathbf 1).$$

Taking determinants and cancelling $\det A\neq0$ gives `secular_determinant`:

$$\det(L-xM)=\det M\prod_k(E_k-x).$$

A positive definite $M$ has $\det M\neq0$, so the left side vanishes exactly when some factor $E_k-x$ does. In Lean, `Finset.prod_eq_zero_iff` supplies this last step. The product also shows that a repeated energy is a zero of the corresponding multiplicity.

## Two basis functions that satisfy every hypothesis

`nesc_spectrum_witness` verifies the assumptions for $c=1$, $U=\mathbf 1$, a non-orthogonal basis with $S=T$, and energies $-1$ and $-1/3$. These are small numbers chosen for checking, not a model of an atom. The columns of $A$ in the file are unnormalised; scaled to unit norm in $M$, they are $(1,0)^{\mathsf T}/\sqrt3$ and $(1,-2)^{\mathsf T}/3$.
